# Brillouin–Wigner series with remainder for the Löwdin effective Hamiltonian

## Definitions and conventions

H = [[A, B], [C, D]] is a complex block matrix (`fromBlocks`) on a model space indexed by `p` and an outer space indexed by `q`, both finite wherever H is formed. No block need be Hermitian, and C is independent of B. The energy E is a fixed complex number, `denom E M` is E·1 − M and `green E M` is its inverse. With D = D₀ + W,

R = (E − D₀)⁻¹,  G = (E − D)⁻¹,  X = RW

Sₙ = Σ_{k=0}^{n−1} Xᵏ R   (`bwSum`)

H_eff = A + BGC (`effHam`),  Hₙ = A + BSₙC (`bwEffHam`)

The index n counts terms, so Sₙ stops at power n − 1 of W, S₀ = 0 and H₀ = A. The hypothesis `h0` says E − D₀ is invertible, `h` that E − D is. ‖·‖ is the spectral norm.

## The results

Under `h0` and `h`, for every n (`bw_series`, `effHam_expansion`, `secular_det`):

G = Sₙ + XⁿG

H_eff = Hₙ + BXⁿGC

det(E − H) = det(E − D) · det(E − Hₙ − BXⁿGC)

and Sₙ → G entrywise exactly when Xⁿ → 0 (`bw_tendsto_iff`). Under `h0` and ‖X‖ < 1, E − D is invertible and (`bw_error_bound`)

‖G − Sₙ‖ ≤ ‖X‖ⁿ ‖R‖ / (1 − ‖X‖).

Under `h0` and Xⁿ = 0, E − D is invertible, G = Sₙ (`bw_terminates`), and E lies in the spectrum of H exactly when it lies in that of Hₙ built at the same E (`mem_spectrum_iff_of_terminates`).

## Where a code relies on it

One way for a configuration-interaction calculation in a finite basis to fold outer determinants into a model space is to take D₀ as the diagonal of D and replace G by Sₙ. At one fixed E where `h0` and `h` hold, XⁿG is exactly what this replacement discards from the resolvent, and the bound limits its size when ‖X‖ < 1.

## Derivation

Since (E − D₀)R = 1,

(E − D₀)(1 − RW) = E − D₀ − W = E − D,

so E − D is invertible exactly when 1 − X is. Writing E − D₀ = (E − D) + W,

G = R(E − D₀)G = R(E − D)G + RWG = R + XG.

At n = 0 the series reads G = 0 + G. Inserting this Dyson identity in the remainder,

XⁿG = XⁿR + Xⁿ⁺¹G,

moves one term into the sum, which is the induction step. Multiplying by B and C and adding A expands H_eff. Block elimination gives

[[1, BG], [0, 1]] · [[E − A, −B], [−C, E − D]] = [[E − H_eff, 0], [−C, E − D]],

and determinants of block-triangular matrices give the factorisation. From G − Sₙ = XⁿG and Xⁿ = (G − Sₙ)(E − D), either side tends to zero with the other.

Let ‖X‖ < 1. If (1 − X)Y = 0 for a matrix Y, then ‖Y‖ ≤ ‖X‖‖Y‖ forces Y = 0, so 1 − X has no null vector and is invertible. The Dyson identity gives ‖G‖ ≤ ‖R‖ + ‖X‖‖G‖, hence ‖G‖ ≤ ‖R‖/(1 − ‖X‖), and ‖XⁿG‖ ≤ ‖X‖ⁿ‖G‖ completes the bound. If instead Xⁿ = 0, then

(1 − X) Σ_{k<n} Xᵏ = 1 − Xⁿ = 1,

the remainder vanishes, and det(E − D) ≠ 0 cancels from the secular equation.

## The file

In Lean 4 with Mathlib:

```lean
import Mathlib

open Matrix Filter Topology

namespace BrillouinWigner

noncomputable section

variable {p q : Type*} [Fintype q] [DecidableEq q]

/-- The energy denominator `E - M` of a Hamiltonian block `M` at the complex energy `E`. -/
def denom (E : ℂ) (M : Matrix q q ℂ) : Matrix q q ℂ := E • (1 : Matrix q q ℂ) - M

/-- The resolvent `(E - M)⁻¹` of a Hamiltonian block `M`. -/
def green (E : ℂ) (M : Matrix q q ℂ) : Matrix q q ℂ := (denom E M)⁻¹

/-- The first `n` terms `∑_{k<n} (R W)^k R` of the Brillouin-Wigner series,
with `R = (E - D₀)⁻¹`. -/
def bwSum (E : ℂ) (D₀ W : Matrix q q ℂ) (n : ℕ) : Matrix q q ℂ :=
  ∑ k ∈ Finset.range n, (green E D₀ * W) ^ k * green E D₀

/-- The Löwdin effective Hamiltonian `A + B (E - D)⁻¹ C` on the model space. -/
def effHam (A : Matrix p p ℂ) (B : Matrix p q ℂ) (C : Matrix q p ℂ) (D : Matrix q q ℂ)
    (E : ℂ) : Matrix p p ℂ :=
  A + B * green E D * C

/-- The effective Hamiltonian with the outer-space resolvent replaced by the first `n` terms
of the Brillouin-Wigner series. -/
def bwEffHam (A : Matrix p p ℂ) (B : Matrix p q ℂ) (C : Matrix q p ℂ) (D₀ W : Matrix q q ℂ)
    (E : ℂ) (n : ℕ) : Matrix p p ℂ :=
  A + B * bwSum E D₀ W n * C

/-- If `E - D₀` is invertible, then `E - (D₀ + W) = (E - D₀)(1 - R W)`. -/
theorem denom_factor {E : ℂ} {D₀ : Matrix q q ℂ} (W : Matrix q q ℂ)
    (h0 : IsUnit (denom E D₀)) :
    denom E (D₀ + W) = denom E D₀ * (1 - green E D₀ * W) := by
  have h1 : denom E D₀ * green E D₀ = 1 :=
    Matrix.mul_nonsing_inv _ ((Matrix.isUnit_iff_isUnit_det _).mp h0)
  rw [Matrix.mul_sub, Matrix.mul_one, ← Matrix.mul_assoc, h1, Matrix.one_mul]
  unfold denom
  rw [sub_sub]

/-- If `E - D₀` is invertible, then `E - (D₀ + W)` is invertible exactly when `1 - R W` is. -/
theorem isUnit_denom_iff {E : ℂ} {D₀ : Matrix q q ℂ} (W : Matrix q q ℂ)
    (h0 : IsUnit (denom E D₀)) :
    IsUnit (denom E (D₀ + W)) ↔ IsUnit (1 - green E D₀ * W) := by
  rw [denom_factor W h0]
  constructor
  · intro h
    have h' := (Matrix.isUnit_iff_isUnit_det _).mp h
    rw [Matrix.det_mul] at h'
    exact (Matrix.isUnit_iff_isUnit_det _).mpr
      (isUnit_iff_ne_zero.mpr (right_ne_zero_of_mul h'.ne_zero))
  · intro h
    exact h0.mul h

/-- If `E - D₀` and `E - D₀ - W` are invertible, the Dyson identity `G = R + R W G` holds for `G = (E - D₀ - W)⁻¹` and `R = (E - D₀)⁻¹`. -/
theorem dyson {E : ℂ} {D₀ W : Matrix q q ℂ} (h0 : IsUnit (denom E D₀))
    (h : IsUnit (denom E (D₀ + W))) :
    green E (D₀ + W) = green E D₀ + green E D₀ * W * green E (D₀ + W) := by
  have h1 : green E D₀ * denom E D₀ = 1 :=
    Matrix.nonsing_inv_mul _ ((Matrix.isUnit_iff_isUnit_det _).mp h0)
  have h2 : denom E (D₀ + W) * green E (D₀ + W) = 1 :=
    Matrix.mul_nonsing_inv _ ((Matrix.isUnit_iff_isUnit_det _).mp h)
  have h3 : denom E D₀ = denom E (D₀ + W) + W := by
    unfold denom
    abel
  -- insert `R (E - D₀) = 1` and split `E - D₀ = (E - D) + W`
  calc green E (D₀ + W) = green E D₀ * denom E D₀ * green E (D₀ + W) := by
        rw [h1, Matrix.one_mul]
    _ = green E D₀ * (denom E (D₀ + W) * green E (D₀ + W))
          + green E D₀ * W * green E (D₀ + W) := by
        rw [h3]
        noncomm_ring
    _ = green E D₀ + green E D₀ * W * green E (D₀ + W) := by
        rw [h2, Matrix.mul_one]

/-- The Brillouin-Wigner series with remainder: if `E - D₀` and `E - D` are invertible, then for every number of terms `n`,
`(E - D)⁻¹ = ∑_{k<n} (R W)^k R + (R W)^n (E - D)⁻¹` with `D = D₀ + W`. -/
theorem bw_series {E : ℂ} {D₀ W : Matrix q q ℂ} (h0 : IsUnit (denom E D₀))
    (h : IsUnit (denom E (D₀ + W))) (n : ℕ) :
    green E (D₀ + W) = bwSum E D₀ W n + (green E D₀ * W) ^ n * green E (D₀ + W) := by
  induction n with
  | zero => simp [bwSum]
  | succ n ih =>
    have hd := dyson h0 h
    have hs : bwSum E D₀ W (n + 1) = bwSum E D₀ W n + (green E D₀ * W) ^ n * green E D₀ := by
      simp only [bwSum, Finset.sum_range_succ]
    -- iterate the Dyson identity once inside the remainder
    have hr : (green E D₀ * W) ^ n * green E (D₀ + W)
        = (green E D₀ * W) ^ n * green E D₀
          + (green E D₀ * W) ^ (n + 1) * green E (D₀ + W) := by
      calc (green E D₀ * W) ^ n * green E (D₀ + W)
          = (green E D₀ * W) ^ n * (green E D₀ + green E D₀ * W * green E (D₀ + W)) := by
            rw [← hd]
        _ = _ := by
            rw [pow_succ, Matrix.mul_add,
              Matrix.mul_assoc ((green E D₀ * W) ^ n) (green E D₀ * W) (green E (D₀ + W))]
    calc green E (D₀ + W)
        = bwSum E D₀ W n + (green E D₀ * W) ^ n * green E (D₀ + W) := ih
      _ = _ := by rw [hs, hr, add_assoc]

/-- If `E - D₀` and `E - D` are invertible, the Löwdin effective Hamiltonian equals its `n`-term Brillouin-Wigner truncation plus
the remainder `B (R W)^n (E - D)⁻¹ C`. -/
theorem effHam_expansion (A : Matrix p p ℂ) (B : Matrix p q ℂ) (C : Matrix q p ℂ)
    {E : ℂ} {D₀ W : Matrix q q ℂ} (h0 : IsUnit (denom E D₀))
    (h : IsUnit (denom E (D₀ + W))) (n : ℕ) :
    effHam A B C (D₀ + W) E
      = bwEffHam A B C D₀ W E n + B * ((green E D₀ * W) ^ n * green E (D₀ + W)) * C := by
  have hs := bw_series h0 h n
  unfold effHam bwEffHam
  conv_lhs => rw [hs]
  rw [Matrix.mul_add, Matrix.add_mul, add_assoc]

/-- The secular determinant of `H = [[A, B], [C, D₀ + W]]` is `det (E - D)` times the secular
determinant of the `n`-term Brillouin-Wigner effective Hamiltonian with its remainder, provided `E - D₀` and `E - D` are invertible, `D = D₀ + W`. -/
theorem secular_det [Fintype p] [DecidableEq p]
    (A : Matrix p p ℂ) (B : Matrix p q ℂ) (C : Matrix q p ℂ)
    {E : ℂ} {D₀ W : Matrix q q ℂ} (h0 : IsUnit (denom E D₀))
    (h : IsUnit (denom E (D₀ + W))) (n : ℕ) :
    (denom E (fromBlocks A B C (D₀ + W))).det
      = (denom E (D₀ + W)).det *
        (denom E (bwEffHam A B C D₀ W E n
          + B * ((green E D₀ * W) ^ n * green E (D₀ + W)) * C)).det := by
  have hblock : denom E (fromBlocks A B C (D₀ + W))
      = fromBlocks (denom E A) (-B) (-C) (denom E (D₀ + W)) := by
    ext i j
    rcases i with i | i <;> rcases j with j | j <;> simp [denom, Matrix.one_apply]
  -- the Schur complement of the outer block is `E` minus the effective Hamiltonian
  have hS : denom E A - (-B) * (denom E (D₀ + W))⁻¹ * (-C)
      = denom E (effHam A B C (D₀ + W) E) := by
    simp only [Matrix.neg_mul, Matrix.mul_neg, neg_neg, effHam, green, denom, sub_sub]
  let _inst : Invertible (denom E (D₀ + W)) := h.invertible
  rw [← effHam_expansion A B C h0 h n, hblock, Matrix.det_fromBlocks₂₂,
    Matrix.invOf_eq_nonsing_inv, hS]

/-- If `E - D₀` and `E - D` are invertible, the Brillouin-Wigner partial sums converge entrywise to `(E - D)⁻¹` exactly when the powers
`(R W)^n` tend to zero. -/
theorem bw_tendsto_iff {E : ℂ} {D₀ W : Matrix q q ℂ} (h0 : IsUnit (denom E D₀))
    (h : IsUnit (denom E (D₀ + W))) :
    Tendsto (fun n => bwSum E D₀ W n) atTop (𝓝 (green E (D₀ + W))) ↔
      Tendsto (fun n : ℕ => (green E D₀ * W) ^ n) atTop (𝓝 0) := by
  have hr : ∀ n, bwSum E D₀ W n
      = green E (D₀ + W) - (green E D₀ * W) ^ n * green E (D₀ + W) :=
    fun n => eq_sub_of_add_eq (bw_series h0 h n).symm
  have hG : green E (D₀ + W) * denom E (D₀ + W) = 1 :=
    Matrix.nonsing_inv_mul _ ((Matrix.isUnit_iff_isUnit_det _).mp h)
  constructor
  · intro hS
    -- the power is the truncation error times `E - D`
    have hx : ∀ n, (green E D₀ * W) ^ n
        = (green E (D₀ + W) - bwSum E D₀ W n) * denom E (D₀ + W) := by
      intro n
      rw [hr n, sub_sub_cancel, Matrix.mul_assoc _ (green E (D₀ + W)), hG, Matrix.mul_one]
    have t := (hS.const_sub (green E (D₀ + W))).mul_const (denom E (D₀ + W))
    rw [sub_self, zero_mul] at t
    exact t.congr (fun n => (hx n).symm)
  · intro hX
    have t := (hX.mul_const (green E (D₀ + W))).const_sub (green E (D₀ + W))
    rw [zero_mul, sub_zero] at t
    exact t.congr (fun n => (hr n).symm)

section SpectralNorm

open scoped Matrix.Norms.L2Operator

/-- If the spectral norm of `X` is below one, then `1 - X` is invertible. -/
theorem isUnit_one_sub_of_small {X : Matrix q q ℂ} (hX : ‖X‖ < 1) : IsUnit (1 - X) := by
  have key : ∀ Y : Matrix q q ℂ, (1 - X) * Y = 0 → Y = 0 := by
    intro Y hY
    have h2 : X * Y = Y := by
      rw [Matrix.sub_mul, Matrix.one_mul, sub_eq_zero] at hY
      exact hY.symm
    have h3 : ‖Y‖ ≤ ‖X‖ * ‖Y‖ := by
      calc ‖Y‖ = ‖X * Y‖ := by rw [h2]
        _ ≤ ‖X‖ * ‖Y‖ := norm_mul_le X Y
    have h4 : ‖Y‖ ≤ 0 := by
      by_contra hc
      nlinarith [mul_pos (not_le.mp hc) (sub_pos.mpr hX)]
    exact norm_le_zero_iff.mp h4
  rw [Matrix.isUnit_iff_isUnit_det, isUnit_iff_ne_zero]
  intro hdet
  obtain ⟨v, hv, hz⟩ := Matrix.exists_mulVec_eq_zero_iff.mpr hdet
  -- a null vector, repeated in every column, gives a null matrix
  have hY : (1 - X) * (Matrix.of fun (i : q) (_ : q) => v i) = 0 := by
    ext i j
    exact congrFun hz i
  exact hv (funext fun i => congrFun (congrFun (key _ hY) i) i)

/-- If `E - D₀` is invertible and `‖R W‖ < 1` in the spectral norm, then `E - D` is invertible and the `n`-term
truncation error of the resolvent is at most `‖R W‖^n ‖R‖ / (1 - ‖R W‖)`. -/
theorem bw_error_bound {E : ℂ} {D₀ W : Matrix q q ℂ} (h0 : IsUnit (denom E D₀))
    (hX : ‖green E D₀ * W‖ < 1) :
    IsUnit (denom E (D₀ + W)) ∧ ∀ n : ℕ, ‖green E (D₀ + W) - bwSum E D₀ W n‖
      ≤ ‖green E D₀ * W‖ ^ n * ‖green E D₀‖ / (1 - ‖green E D₀ * W‖) := by
  have h : IsUnit (denom E (D₀ + W)) :=
    (isUnit_denom_iff W h0).mpr (isUnit_one_sub_of_small hX)
  refine ⟨h, fun n => ?_⟩
  have hpow : ∀ (X G : Matrix q q ℂ) (m : ℕ), ‖X ^ m * G‖ ≤ ‖X‖ ^ m * ‖G‖ := by
    intro X G m
    induction m with
    | zero => simp
    | succ m ih =>
      have e : X ^ (m + 1) * G = X * (X ^ m * G) := by rw [pow_succ', Matrix.mul_assoc]
      rw [e]
      calc ‖X * (X ^ m * G)‖ ≤ ‖X‖ * ‖X ^ m * G‖ := norm_mul_le _ _
        _ ≤ ‖X‖ * (‖X‖ ^ m * ‖G‖) := mul_le_mul_of_nonneg_left ih (norm_nonneg _)
        _ = ‖X‖ ^ (m + 1) * ‖G‖ := by ring
  have hd := dyson h0 h
  -- the Dyson identity bounds the full resolvent
  have h1 : ‖green E (D₀ + W)‖ ≤ ‖green E D₀‖ + ‖green E D₀ * W * green E (D₀ + W)‖ := by
    calc ‖green E (D₀ + W)‖ = ‖green E D₀ + green E D₀ * W * green E (D₀ + W)‖ := by
          rw [← hd]
      _ ≤ _ := norm_add_le _ _
  have h2 : ‖green E D₀ * W * green E (D₀ + W)‖ ≤ ‖green E D₀ * W‖ * ‖green E (D₀ + W)‖ :=
    norm_mul_le _ _
  have hG : ‖green E (D₀ + W)‖ ≤ ‖green E D₀‖ / (1 - ‖green E D₀ * W‖) := by
    rw [le_div_iff₀ (sub_pos.mpr hX)]
    nlinarith [h1, h2]
  have e : green E (D₀ + W) - bwSum E D₀ W n = (green E D₀ * W) ^ n * green E (D₀ + W) :=
    sub_eq_iff_eq_add'.mpr (bw_series h0 h n)
  rw [e, mul_div_assoc]
  exact (hpow _ _ n).trans (mul_le_mul_of_nonneg_left hG (pow_nonneg (norm_nonneg _) n))

end SpectralNorm

/-- If `E - D₀` is invertible and `(R W)^n = 0`, then `E - D` is invertible and its inverse is the sum of the first `n`
terms of the Brillouin-Wigner series. -/
theorem bw_terminates {E : ℂ} {D₀ W : Matrix q q ℂ} (h0 : IsUnit (denom E D₀)) {n : ℕ}
    (hn : (green E D₀ * W) ^ n = 0) :
    IsUnit (denom E (D₀ + W)) ∧ green E (D₀ + W) = bwSum E D₀ W n := by
  -- the finite geometric sum inverts `1 - R W`
  have h1 : (1 - green E D₀ * W) * ∑ k ∈ Finset.range n, (green E D₀ * W) ^ k = 1 := by
    rw [mul_neg_geom_sum, hn, sub_zero]
  have h2 := congrArg Matrix.det h1
  rw [Matrix.det_mul, Matrix.det_one] at h2
  have h : IsUnit (denom E (D₀ + W)) :=
    (isUnit_denom_iff W h0).mpr ((Matrix.isUnit_iff_isUnit_det _).mpr
      (isUnit_iff_ne_zero.mpr (left_ne_zero_of_mul_eq_one h2)))
  refine ⟨h, ?_⟩
  have h3 := bw_series h0 h n
  rw [hn, Matrix.zero_mul, add_zero] at h3
  exact h3

/-- If `E - D₀` is invertible and `(R W)^n = 0`, then `E` lies in the spectrum of `H = [[A, B], [C, D₀ + W]]` exactly when
it lies in the spectrum of the `n`-term Brillouin-Wigner effective Hamiltonian at `E`. -/
theorem mem_spectrum_iff_of_terminates [Fintype p] [DecidableEq p]
    (A : Matrix p p ℂ) (B : Matrix p q ℂ) (C : Matrix q p ℂ)
    {E : ℂ} {D₀ W : Matrix q q ℂ} (h0 : IsUnit (denom E D₀)) {n : ℕ}
    (hn : (green E D₀ * W) ^ n = 0) :
    E ∈ spectrum ℂ (fromBlocks A B C (D₀ + W)) ↔ E ∈ spectrum ℂ (bwEffHam A B C D₀ W E n) := by
  have h := (bw_terminates h0 hn).1
  have hne : (denom E (D₀ + W)).det ≠ 0 := ((Matrix.isUnit_iff_isUnit_det _).mp h).ne_zero
  -- the remainder drops out of the secular determinant
  have hdet := secular_det A B C h0 h n
  simp only [hn, Matrix.zero_mul, Matrix.mul_zero, add_zero] at hdet
  rw [spectrum.mem_iff, spectrum.mem_iff, Algebra.algebraMap_eq_smul_one,
    Algebra.algebraMap_eq_smul_one]
  change ¬ IsUnit (denom E (fromBlocks A B C (D₀ + W))) ↔
    ¬ IsUnit (denom E (bwEffHam A B C D₀ W E n))
  rw [Matrix.isUnit_iff_isUnit_det (denom E (fromBlocks A B C (D₀ + W))),
    Matrix.isUnit_iff_isUnit_det (denom E (bwEffHam A B C D₀ W E n)), hdet]
  simp only [isUnit_iff_ne_zero, ne_eq, not_not, mul_eq_zero, hne, false_or]

/-- For two levels at `-1` and `1`, energy `E = 0` and the perturbation with all entries `1`,
`E - D₀` is invertible, `R W ≠ 0` and `(R W)^2 = 0`. -/
theorem terminates_witness :
    IsUnit (denom 0 (!![-1, 0; 0, 1] : Matrix (Fin 2) (Fin 2) ℂ)) ∧
    green 0 (!![-1, 0; 0, 1] : Matrix (Fin 2) (Fin 2) ℂ)
      * (!![1, 1; 1, 1] : Matrix (Fin 2) (Fin 2) ℂ) ≠ 0 ∧
    (green 0 (!![-1, 0; 0, 1] : Matrix (Fin 2) (Fin 2) ℂ)
      * (!![1, 1; 1, 1] : Matrix (Fin 2) (Fin 2) ℂ)) ^ 2 = 0 := by
  have hd : denom 0 (!![-1, 0; 0, 1] : Matrix (Fin 2) (Fin 2) ℂ) = !![1, 0; 0, -1] := by
    ext i j
    fin_cases i <;> fin_cases j <;> simp [denom]
  have hm : (!![1, 0; 0, -1] : Matrix (Fin 2) (Fin 2) ℂ)
      * (!![1, 0; 0, -1] : Matrix (Fin 2) (Fin 2) ℂ) = 1 := by
    ext i j
    fin_cases i <;> fin_cases j <;> simp [Matrix.mul_apply, Fin.sum_univ_succ]
  have hg : green 0 (!![-1, 0; 0, 1] : Matrix (Fin 2) (Fin 2) ℂ) = !![1, 0; 0, -1] := by
    unfold green
    rw [hd]
    exact Matrix.inv_eq_right_inv hm
  have hX : green 0 (!![-1, 0; 0, 1] : Matrix (Fin 2) (Fin 2) ℂ)
      * (!![1, 1; 1, 1] : Matrix (Fin 2) (Fin 2) ℂ) = !![1, 1; -1, -1] := by
    rw [hg]
    ext i j
    fin_cases i <;> fin_cases j <;> simp [Matrix.mul_apply, Fin.sum_univ_succ]
  refine ⟨?_, ?_, ?_⟩
  · rw [hd, Matrix.isUnit_iff_isUnit_det, Matrix.det_fin_two_of, isUnit_iff_ne_zero]
    norm_num
  · rw [hX]
    intro h
    have h00 := congrFun (congrFun h 0) 0
    simp at h00
  · rw [hX, pow_two]
    ext i j
    fin_cases i <;> fin_cases j <;> simp [Matrix.mul_apply, Fin.sum_univ_succ]

end

end BrillouinWigner
```

```lean
#print axioms BrillouinWigner.effHam_expansion
#print axioms BrillouinWigner.bw_tendsto_iff
#print axioms BrillouinWigner.bw_error_bound
#print axioms BrillouinWigner.mem_spectrum_iff_of_terminates
```

```
'BrillouinWigner.effHam_expansion' depends on axioms: [propext, Classical.choice, Quot.sound]
'BrillouinWigner.bw_tendsto_iff' depends on axioms: [propext, Classical.choice, Quot.sound]
'BrillouinWigner.bw_error_bound' depends on axioms: [propext, Classical.choice, Quot.sound]
'BrillouinWigner.mem_spectrum_iff_of_terminates' depends on axioms: [propext, Classical.choice, Quot.sound]
```

## How the proof follows the derivation

`denom_factor` and `isUnit_denom_iff` are the factorisation, the forward direction going through `Matrix.det_mul`. The `calc` block of `dyson` is the three equalities above, and `hr` in `bw_series` is the induction step. `secular_det` identifies the blocks (`hblock`) and the Schur complement (`hS`), then calls `Matrix.det_fromBlocks₂₂` in place of the elimination. In `bw_tendsto_iff`, `hr` and `hx` are the two rearrangements. `isUnit_one_sub_of_small` repeats a null vector in every column to apply `key`. In `bw_error_bound`, `hpow` and `hG` are the two norm estimates. `bw_terminates` uses `mul_neg_geom_sum`, and `mem_spectrum_iff_of_terminates` turns membership of `spectrum` into a vanishing determinant.

## Scope and limits

Everything holds in exact arithmetic, finite dimension and at one E. Invertibility of E − D₀ is always assumed. The bound concerns the resolvent; no theorem bounds an eigenvalue error or treats the iteration that makes E self-consistent. The equivalence of spectra is stated only for a terminating series, and the general Löwdin criterion appears as the determinant identity. The examples that follow are hand arithmetic beyond what `terminates_witness` checks.

That theorem takes D₀ = diag(−1, 1), E = 0 and W with all entries 1, and shows `h0`, X ≠ 0 and X² = 0. Here R = diag(1, −1), X = [[1, 1], [−1, −1]] and

S₂ = R + XR = [[2, −1], [−1, 0]],

the inverse of E − D = [[0, −1], [−1, −2]]. With A = −2, B = (1, 0) and C = Bᵀ, H₂ = −2 + 2 = 0 = E, and H = [[−2, 1, 0], [1, 0, 1], [0, 1, 2]] annihilates (1, 2, −1). Since ‖X‖ = 2, the norm condition is sufficient for convergence but not necessary.

For one outer level with D₀ = 0, E = 1 and W = w, one has R = 1, X = w. At w = 1/2, G = 2 and the error 2¹⁻ⁿ equals the bound. At w = 2, G = −1 and Sₙ = 2ⁿ − 1 diverges, although G = Sₙ + XⁿG still holds. At w = 1, `h` fails: Mathlib sets the singular inverse to zero, and the series at n = 1 would read 0 = 1.
